# A similarity-transformed Hamiltonian ends at second order when its threefold commutator with the correlator vanishes

Q: Two electrons approach each other and their wavefunction develops a cusp that smooth basis functions describe badly. So I write the wavefunction as $e^{J}\psi$, let the Jastrow factor $e^J$ carry the short-range structure, and solve for $\psi$ with the transformed Hamiltonian $e^{-J}He^{J}$. I am told that its commutator expansion stops after the double commutator. But your theorem concerns a Banach algebra, and kinetic energy is an unbounded operator. Does the formal statement capture my situation?

A: In part. There are two results. One is algebraic: for elements $H$ and $J$ of a complete real normed algebra, such as square matrices,
$$[[[H,J],J],J]=0\quad\Longrightarrow\quad e^{-J}He^{J}=H+[H,J]+\tfrac12[[H,J],J].$$
The other treats $-\tfrac12\,d^2/dx^2+V(x)$ directly by differentiation, because the first does not apply to it. The file begins with the commutator, in the convention $[X,J]=XJ-JX$.

```lean
import Mathlib

open Finset

namespace TranscorrelatedTermination

noncomputable section

/-- The commutator `[X, J] = X J - J X`. -/
def comm {A : Type*} [Ring A] (X J : A) : A := X * J - J * X
```

Q: And the repeated commutators?

A: Set $C_0=H$ and $C_{k+1}=[C_k,J]$. In Lean, $C_k$ is `nested H J k`.

```lean
/-- The `n`-fold nested commutator `[...[[H, J], J]..., J]`, equal to `H` for `n = 0`. -/
def nested {A : Type*} [Ring A] (H J : A) : ℕ → A
  | 0 => H
  | n + 1 => comm (nested H J n) J
```

With a real correlator strength $t$, the series cut after $n$ terms is
$$P_n(t)=\sum_{k=0}^{n-1}\frac{t^k}{k!}\,C_k .$$
This is `bch H J n t`. The index counts terms, so the highest order in $P_n$ is $n-1$, and $P_0=0$.

```lean
variable {A : Type*} [NormedRing A] [NormedAlgebra ℝ A]

/-- The first `n` terms of the commutator series of `H` with the correlator `t J`. -/
def bch (H J : A) (n : ℕ) (t : ℝ) : A :=
  ∑ k ∈ range n, (t ^ k / (k.factorial : ℝ)) • nested H J k
```

The object to be expanded is $T(t)=e^{-tJ}He^{tJ}$, and your transformed Hamiltonian is $T(1)$.

```lean
/-- The similarity-transformed Hamiltonian `exp(-t J) H exp(t J)`. -/
def transcorrelated (H J : A) (t : ℝ) : A :=
  NormedSpace.exp (t • (-J)) * H * NormedSpace.exp (t • J)
```

Q: Nothing there says that $H$ is Hermitian.

A: Nothing needs to. $H$ and $J$ are arbitrary elements, and the transformed operator is generally non-Hermitian even if $H$ is Hermitian.

Q: Then derive the formula. I don't want to rearrange an infinite series on trust.

A: No infinite commutator series is needed. First differentiate the finite sum. The constant term drops out, and shifting the index gives
$$P_{n+1}'(t)=\sum_{k=1}^{n}\frac{t^{k-1}}{(k-1)!}C_k=\sum_{k=0}^{n-1}\frac{t^k}{k!}[C_k,J]=[P_n(t),J].$$
Lean does this by induction on $n$. `bch_succ` splits off the last term. In `hasDerivAt_bch` the base case is the constant $P_1=H$, and the induction step differentiates the new power, with `hc` turning $(n+1)t^n/(n+1)!$ into $t^n/n!$.

```lean
/-- Lengthening the commutator series by one term adds the next nested commutator. -/
theorem bch_succ (H J : A) (n : ℕ) (t : ℝ) :
    bch H J (n + 1) t = bch H J n t + (t ^ n / (n.factorial : ℝ)) • nested H J n :=
  Finset.sum_range_succ _ _

/-- The derivative of the truncated series in the correlator strength is the commutator
with `J` of the series that is one term shorter. -/
theorem hasDerivAt_bch (H J : A) (n : ℕ) (t : ℝ) :
    HasDerivAt (bch H J (n + 1)) (comm (bch H J n t) J) t := by
  induction n with
  | zero =>
    have h : bch H J (0 + 1) = fun _ => H := by
      funext s
      simp [bch, nested]
    have h0 : comm (bch H J 0 t) J = 0 := by simp [bch, comm]
    rw [h, h0]
    exact hasDerivAt_const t H
  | succ n ih =>
    have hs : bch H J (n + 1 + 1) = fun s => bch H J (n + 1) s +
        (s ^ (n + 1) / ((n + 1).factorial : ℝ)) • nested H J (n + 1) :=
      funext fun s => bch_succ H J (n + 1) s
    have hc : HasDerivAt (fun s : ℝ => s ^ (n + 1) / ((n + 1).factorial : ℝ))
        (t ^ n / (n.factorial : ℝ)) t := by
      refine ((hasDerivAt_pow (n + 1) t).div_const _).congr_deriv ?_
      rw [Nat.add_sub_cancel, Nat.factorial_succ, Nat.cast_mul]
      exact mul_div_mul_left _ _ (Nat.cast_ne_zero.mpr n.succ_ne_zero)
    rw [hs]
    refine (ih.fun_add (hc.smul_const (nested H J (n + 1)))).congr_deriv ?_
    rw [bch_succ]
    simp only [comm, nested, add_mul, mul_add, smul_mul_assoc, mul_smul_comm, smul_sub]
    abel
```

Q: And the transformed operator itself?

A: The product rule gives
$$T'(t)=-J\,e^{-tJ}He^{tJ}+e^{-tJ}He^{tJ}J=[T(t),J].$$
From here on the algebra is assumed complete, as the calculus of the exponential requires. `h1` and `h2` are the derivatives of the two exponentials, and `noncomm_ring` collects the products without exchanging factors.

```lean
variable [CompleteSpace A]

/-- The transformed Hamiltonian changes with the correlator strength at a rate given by its
own commutator with `J`. -/
theorem hasDerivAt_transcorrelated (H J : A) (t : ℝ) :
    HasDerivAt (transcorrelated H J) (comm (transcorrelated H J t) J) t := by
  have h1 : HasDerivAt (fun s : ℝ => NormedSpace.exp (s • (-J)))
      (-J * NormedSpace.exp (t • (-J))) t := hasDerivAt_exp_smul_const' (-J) t
  have h2 : HasDerivAt (fun s : ℝ => NormedSpace.exp (s • J))
      (NormedSpace.exp (t • J) * J) t := hasDerivAt_exp_smul_const J t
  refine ((h1.mul_const H).fun_mul h2).congr_deriv ?_
  simp only [comm, transcorrelated]
  noncomm_ring
```

Q: So $T$ and the series obey similar equations. Where does termination enter?

A: Suppose $C_n=0$. Then $P_{n+1}=P_n$, so the derivative formula closes on itself: $P_{n+1}'=[P_{n+1},J]$. Fix $t$ and consider
$$K(s)=e^{-sJ}\,P_{n+1}(t-s)\,e^{sJ}.$$
Writing $P$ for $P_{n+1}(t-s)$, whose $s$-derivative is $-[P,J]$, we get
$$K'(s)=e^{-sJ}\bigl(-JP-[P,J]+PJ\bigr)e^{sJ}=0 .$$
Hence $K(0)=K(t)$. The left side is $P_{n+1}(t)=P_n(t)$. Since $P_{n+1}(0)=H$, the right side is $T(t)$. Therefore $T(t)=P_n(t)$ for every real $t$.

In the Lean proof, `hn` is the equality of the two sums, `hP` the chain rule for $t-s$, and `hK` the vanishing derivative. `is_const_of_deriv_eq_zero` then compares the two endpoints.

```lean
/-- If the `n`-fold nested commutator of `H` with `J` vanishes, the transformed Hamiltonian
equals the first `n` terms of the commutator series, at every correlator strength. -/
theorem transcorrelated_eq_bch {H J : A} {n : ℕ} (h : nested H J n = 0) (t : ℝ) :
    transcorrelated H J t = bch H J n t := by
  have hn : ∀ s, bch H J (n + 1) s = bch H J n s := fun s => by
    rw [bch_succ, h, smul_zero, add_zero]
  have hP : ∀ s : ℝ, HasDerivAt (fun s => bch H J (n + 1) (t - s))
      (-(comm (bch H J (n + 1) (t - s)) J)) s := by
    intro s
    have h1 : HasDerivAt (fun s : ℝ => t - s) (-1) s := (hasDerivAt_id' s).const_sub t
    refine ((hasDerivAt_bch H J n (t - s)).scomp s h1).congr_deriv ?_
    rw [hn, neg_one_smul]
  -- transforming the series of strength `t - s` by strength `s` gives a constant in `s`
  have hK : ∀ s : ℝ, HasDerivAt (fun s : ℝ => NormedSpace.exp (s • (-J)) *
      bch H J (n + 1) (t - s) * NormedSpace.exp (s • J)) 0 s := by
    intro s
    have h1 : HasDerivAt (fun s : ℝ => NormedSpace.exp (s • (-J)))
        (NormedSpace.exp (s • (-J)) * -J) s := hasDerivAt_exp_smul_const (-J) s
    have h2 : HasDerivAt (fun s : ℝ => NormedSpace.exp (s • J))
        (J * NormedSpace.exp (s • J)) s := hasDerivAt_exp_smul_const' J s
    refine ((h1.fun_mul (hP s)).fun_mul h2).congr_deriv ?_
    simp only [comm]
    noncomm_ring
  have h0 : bch H J (n + 1) 0 = H := by simp [bch, Finset.sum_range_succ', nested]
  -- compare `s = t` with `s = 0`
  have hc := is_const_of_deriv_eq_zero (fun s => (hK s).differentiableAt)
    (fun s => (hK s).deriv) t 0
  simp only [sub_self, sub_zero, zero_smul, NormedSpace.exp_zero, one_mul, mul_one, h0] at hc
  exact hc.trans (hn t)
```

Q: Could the series stop for some other reason, with the commutator still nonzero?

A: Not if it is exact at every strength. Suppose $T(t)=P_{n+1}(t)$ for all $t$, so that terms through order $n$ suffice. Differentiate both sides at $t=1$:
$$[P_{n+1}(1),J]=[P_n(1),J].$$
The two sums differ by $C_n/n!$, so $[C_n,J]/n!=C_{n+1}/n!=0$, and thus $C_{n+1}=0$. The smallest case is $n=0$: the transformation leaves $H$ unchanged at every strength exactly when $[H,J]=0$.

In `terminates_iff`, uniqueness of the derivative supplies `h2`, and `h3` isolates the last term. The reverse implication is the previous theorem.

```lean
/-- The commutator series through order `n` is exact at every correlator strength if and
only if the `(n+1)`-fold nested commutator vanishes. -/
theorem terminates_iff (H J : A) (n : ℕ) :
    (∀ t, transcorrelated H J t = bch H J (n + 1) t) ↔ nested H J (n + 1) = 0 := by
  refine ⟨fun h => ?_, fun h t => transcorrelated_eq_bch h t⟩
  -- both sides have the same derivative at unit strength
  have h1 := hasDerivAt_transcorrelated H J 1
  rw [funext h] at h1
  have h2 := h1.unique (hasDerivAt_bch H J n 1)
  rw [bch_succ] at h2
  have h3 : ((1 : ℝ) ^ n / (n.factorial : ℝ)) • nested H J (n + 1) = 0 := by
    rw [← sub_eq_zero] at h2
    rw [← h2]
    simp only [nested, comm, add_mul, mul_add, smul_mul_assoc, mul_smul_comm, smul_sub]
    abel
  exact (smul_eq_zero.mp h3).resolve_left (by positivity)
```

Q: Now my second-order formula.

A: Take $C_3=0$ and $t=1$. Then $P_3(1)=C_0+C_1+\tfrac12C_2$, which is the formula I began with. Lean specialises the general theorem and lets `simpa` expand the three terms.

```lean
/-- In a real Banach algebra, if the threefold commutator of `H` with `J` vanishes, the
similarity-transformed Hamiltonian terminates at second order. -/
theorem transcorrelated_second_order {H J : A} (h : comm (comm (comm H J) J) J = 0) :
    NormedSpace.exp (-J) * H * NormedSpace.exp J =
      H + comm H J + (1 / 2 : ℝ) • comm (comm H J) J := by
  have h3 : nested H J 3 = 0 := h
  simpa [transcorrelated, bch, Finset.sum_range_succ, nested, Nat.factorial] using
    transcorrelated_eq_bch h3 1
```

For complex matrices of any finite size the statement is the same. The proof chooses a matrix norm in order to apply the algebraic theorem, but no norm appears in the statement.

```lean
/-- For complex square matrices with vanishing threefold commutator, the
similarity-transformed Hamiltonian terminates at second order. -/
theorem matrix_second_order {n : Type*} [Fintype n] [DecidableEq n] {H J : Matrix n n ℂ}
    (h : comm (comm (comm H J) J) J = 0) :
    NormedSpace.exp (-J) * H * NormedSpace.exp J =
      H + comm H J + (1 / 2 : ℝ) • comm (comm H J) J := by
  let : NormedRing (Matrix n n ℂ) := Matrix.linftyOpNormedRing
  let : NormedAlgebra ℝ (Matrix n n ℂ) := Matrix.linftyOpNormedAlgebra
  exact transcorrelated_second_order h
```

Q: My Jastrow factor on a grid is a diagonal matrix. Does the matrix theorem cover it?

A: Only trivially. For diagonal $J$ with entries $J_i$, the $k$-fold commutator has entries $H_{ij}(J_j-J_i)^k$. If these vanish for $k=3$, they already vanish for $k=1$. The threefold condition is therefore a real restriction, and discretising a differential operator need not preserve it.

For matrices that satisfy the threefold condition, a nonzero second-order term needs a $J$ that cannot be diagonalised, such as a nonzero excitation operator. In coupled-cluster theory in a finite orbital basis, a two-body Hamiltonian has a vanishing fivefold commutator with the cluster operator; given that input, `transcorrelated_eq_bch` with $n=5$ yields the fourth-order formula.

Q: Show me a pair with a second-order term.

A: A two-level system is enough:
$$H=\begin{pmatrix}0&0\\1&0\end{pmatrix},\qquad J=\begin{pmatrix}0&1\\0&0\end{pmatrix}.$$
The commutators are
$$[H,J]=\begin{pmatrix}-1&0\\0&1\end{pmatrix},\qquad [[H,J],J]=\begin{pmatrix}0&-2\\0&0\end{pmatrix}=-2J,$$
and the next one vanishes because $J$ commutes with itself. The formula predicts
$$H+[H,J]+\tfrac12[[H,J],J]=\begin{pmatrix}-1&-1\\1&1\end{pmatrix}.$$
Since $J^2=0$, the exponentials are $e^{\pm J}=1\pm J$, and multiplication gives the same matrix:
$$\begin{pmatrix}1&-1\\0&1\end{pmatrix}\begin{pmatrix}0&0\\1&0\end{pmatrix}\begin{pmatrix}1&1\\0&1\end{pmatrix}=\begin{pmatrix}-1&-1\\1&1\end{pmatrix}.$$
If the non-Hermitian $H$ bothers you, replace it by the Hermitian $H+J$; the commutators with $J$ stay the same. Lean checks the double and threefold commutators of the original pair entry by entry.

```lean
/-- For the lowering matrix `H` and the raising matrix `J` of a two-level system, the double
commutator is nonzero and the threefold commutator vanishes. -/
theorem second_order_witness :
    comm (comm (!![0, 0; 1, 0] : Matrix (Fin 2) (Fin 2) ℂ) !![0, 1; 0, 0]) !![0, 1; 0, 0]
      = !![0, -2; 0, 0] ∧
    comm (comm (comm (!![0, 0; 1, 0] : Matrix (Fin 2) (Fin 2) ℂ) !![0, 1; 0, 0])
      !![0, 1; 0, 0]) !![0, 1; 0, 0] = 0 := by
  constructor <;> ext i j <;> fin_cases i <;> fin_cases j <;>
    norm_num [comm, Matrix.mul_apply, Fin.sum_univ_succ]
```

Q: That leaves the case I started with, where $H$ contains a second derivative.

A: For that, the file defines the action of the Hamiltonian on a real function of one coordinate, in units with $\hbar=m=1$:
$$(H\psi)(x)=-\tfrac12\psi''(x)+V(x)\psi(x).$$

```lean
/-- The one-dimensional Hamiltonian `-(1/2) d²/dx² + V` acting on a wavefunction. -/
def hamiltonian (V ψ : ℝ → ℝ) (x : ℝ) : ℝ := -(1 / 2) * deriv (deriv ψ) x + V x * ψ x
```

Now differentiate $e^{J}\psi$ twice:
$$(e^J\psi)'=e^J(J'\psi+\psi'),$$
$$(e^J\psi)''=e^J\bigl(J'(J'\psi+\psi')+J''\psi+J'\psi'+\psi''\bigr)=e^J\bigl(\psi''+2J'\psi'+(J''+J'^2)\psi\bigr).$$
Multiply by $-\tfrac12e^{-J}$ and add the potential term, in which the exponentials cancel at once:
$$e^{-J}H(e^J\psi)=H\psi-J'\psi'-\tfrac12\bigl(J''+J'^2\bigr)\psi .$$

Q: Where are the commutators?

A: Acting on smooth functions, $[H,J]\psi=-J'\psi'-\tfrac12J''\psi$ and $[[H,J],J]\psi=-J'^2\psi$. The latter is multiplication by a function, so it commutes with $J$ and the next commutator vanishes. This matches the formula term by term, though the match is my own gloss: the Lean theorem states only the differentiated identity.

In the code, `J₁` and `J₂` stand for $J'$ and $J''$, and `ψ₁` and `ψ₂` for $\psi'$ and $\psi''$. The hypotheses say that these are the actual derivatives at every point; $V$ is arbitrary. `d1` and `d2` are the two differentiations above, `he` is $e^{-J}e^{J}=1$, and `linear_combination` uses it to cancel the exponentials.

```lean
/-- For twice differentiable `J` and `ψ`, transforming the one-dimensional Hamiltonian by the
Jastrow factor `exp(J(x))` adds a drift term and a potential at most quadratic in `J`. -/
theorem jastrow_hamiltonian {V J J₁ J₂ ψ ψ₁ ψ₂ : ℝ → ℝ}
    (hJ : ∀ x, HasDerivAt J (J₁ x) x) (hJ₁ : ∀ x, HasDerivAt J₁ (J₂ x) x)
    (hψ : ∀ x, HasDerivAt ψ (ψ₁ x) x) (hψ₁ : ∀ x, HasDerivAt ψ₁ (ψ₂ x) x) (x : ℝ) :
    Real.exp (-J x) * hamiltonian V (fun y => Real.exp (J y) * ψ y) x =
      hamiltonian V ψ x - J₁ x * ψ₁ x - (1 / 2) * (J₂ x + J₁ x ^ 2) * ψ x := by
  have d1 : deriv (fun y => Real.exp (J y) * ψ y) =
      fun y => Real.exp (J y) * (J₁ y * ψ y + ψ₁ y) := funext fun y =>
    (((hJ y).exp.fun_mul (hψ y)).congr_deriv (by ring)).deriv
  have d2 := ((hJ x).exp.fun_mul (((hJ₁ x).fun_mul (hψ x)).fun_add (hψ₁ x))).deriv
  have d3 : deriv ψ = ψ₁ := funext fun y => (hψ y).deriv
  have he : Real.exp (-J x) * Real.exp (J x) = 1 := by
    rw [← Real.exp_add, neg_add_cancel, Real.exp_zero]
  simp only [hamiltonian]
  rw [d1, d2, d3, (hψ₁ x).deriv]
  -- the two exponentials cancel in every term
  linear_combination (-(1 / 2) * (J₁ x * (J₁ x * ψ x + ψ₁ x) + J₂ x * ψ x +
    J₁ x * ψ₁ x + ψ₂ x) + V x * ψ x) * he

end

end TranscorrelatedTermination
```

```lean
#print axioms TranscorrelatedTermination.terminates_iff
#print axioms TranscorrelatedTermination.transcorrelated_second_order
#print axioms TranscorrelatedTermination.matrix_second_order
#print axioms TranscorrelatedTermination.jastrow_hamiltonian
```

```
'TranscorrelatedTermination.terminates_iff' depends on axioms: [propext, Classical.choice, Quot.sound]
'TranscorrelatedTermination.transcorrelated_second_order' depends on axioms: [propext, Classical.choice, Quot.sound]
'TranscorrelatedTermination.matrix_second_order' depends on axioms: [propext, Classical.choice, Quot.sound]
'TranscorrelatedTermination.jastrow_hamiltonian' depends on axioms: [propext, Classical.choice, Quot.sound]
```

Q: Every point? My correlator has a kink where the electrons meet.

A: Then this theorem does not apply to it as a function on the whole line. A correlator proportional to $|x|$ has no derivative at $x=0$, so the hypothesis fails exactly at the cusp. The theorem covers smooth enough correlators in one coordinate. It contains no electron–electron geometry, no three-dimensional Laplacian and no claim about operator domains or spectra.

Q: So what may I take from it for transcorrelated calculations?

A: For one particle on a line with a twice differentiable correlator, you have the structure that those calculations exploit: a first-derivative term that makes the effective Hamiltonian non-Hermitian unless $J$ is constant, and an added potential $-\tfrac12(J''+J'^2)$, which is at most quadratic in $J$. With three or more electrons and a $J$ that is a sum over pairs, squaring its gradient also produces terms that couple three electrons at a time; that step lies beyond this one-coordinate model.
